# Complete pseudo partial waves and all-electron waves orthogonal to a confined core orbital make a finite-basis PAW transformation singular

## Valence states above a frozen core

In a frozen-core calculation the core orbitals are taken from the isolated atom and only the valence states are solved for. The valence states should be orthogonal to the core, yet the projector augmented-wave (PAW) method works with smooth pseudo wavefunctions on which no such constraint is imposed. Orthogonality has to come from the transformation that rebuilds the all-electron wavefunction. How well does it hold when the partial-wave expansion is imperfect, and what follows when the expansion is perfect?

Expand all orbitals in a finite orthonormal basis of \(n\) functions. The all-electron partial waves, the pseudo partial waves and the projectors are the columns of the matrices \(\Phi\), \(\tilde\Phi\) and \(P\). A pseudo wavefunction \(x\) is mapped to \(Tx\), where

\[
T = 1 + (\Phi-\tilde\Phi)P^{H}.
\]

Let \(c\) be a core orbital and \(D\) a Hermitian matrix that represents the augmentation region. On a uniform real-space grid, for instance, \(D\) is diagonal, with ones inside the region and zeros outside. It is unrelated to the nonlocal strengths \(D_{ij}\) of PAW and ultrasoft codes.

Two conditions describe the core:

- \(Dc=c\) says that the core orbital is confined to the region.
- \(c^{H}\Phi=0\) says that the all-electron partial waves are orthogonal to it. This stands for their origin as solutions of the same atomic radial equation at energies other than the core energy; the overlap of two such solutions inside the region is proportional to a boundary term, which is small when the core orbital and its slope are small there. Exact orthogonality, like exact confinement, is an idealisation.

## A bound on core contamination

Since \(D\) is Hermitian and fixes \(c\), it also fixes the bra:

\[
c^{H}D=(Dc)^{H}=c^{H}.
\]

Split the transformation as \(T=(1-\tilde\Phi P^{H})+\Phi P^{H}\). The last term vanishes against \(c^{H}\), so

\[
c^{H}Tx=c^{H}(1-\tilde\Phi P^{H})x=c^{H}D(1-\tilde\Phi P^{H})x .
\]

The vector on the right is the part of \(x\) inside the region that the pseudo partial waves fail to reproduce. The Cauchy–Schwarz inequality gives

\[
|c^{H}Tx|\le \|c\|\,\|D(1-\tilde\Phi P^{H})x\| .
\]

For a normalised core orbital, the contamination is at most the norm of the expansion error in the region.

Equality occurs in the following case. Put \(r=D(1-\tilde\Phi P^{H})x\), and suppose that \(D^2=D\) and \(r^{H}\Phi=0\). Then \(Dr=r\), so \(r\) meets both conditions on a core orbital, and the identity above with \(c=r\) gives \(r^{H}Tx=r^{H}r=\|r\|^2\). If \(r\neq0\), the normalised orbital \(r/\|r\|\) has overlap \(\|r\|\) with \(Tx\).

## Completeness and the loss of rank

Completeness of the pseudo partial waves in the region means \(D\tilde\Phi P^{H}=D\): inside the region, the expansion of any \(x\) agrees with \(x\). Then

\[
D(1-\tilde\Phi P^{H})=D-D=0,
\]

and \(c^{H}Tx=0\) for every \(x\). Hence \(c^{H}T=0\). If \(c\neq0\), this is a nonzero left null vector, so \(\det T=0\).

For \(k\) linearly independent core orbitals, collected as the columns of \(C\), the same argument gives \(C^{H}T=0\). The range of \(T\) lies in the kernel of \(C^{H}\), whose dimension is \(n-k\). Therefore

\[
\operatorname{rank}T+k\le n .
\]

Each independent core orbital costs at least one dimension of the range. In a finite-basis electronic-structure calculation with exact completeness and at least one nonzero core orbital that meets both conditions exactly, some nonzero pseudo wavefunction is therefore mapped to zero, and the overlap matrix \(T^{H}T\) of the generalised eigenvalue problem is singular.

## The order of factors in the completeness relation

The condition \(D\tilde\Phi P^{H}=D\) is easily confused with \(\tilde\Phi P^{H}D=D\), which only says that vectors lying inside the region are expanded correctly. For general matrices the second condition is not enough. Take

\[
D=\begin{pmatrix}1&0\\0&0\end{pmatrix},\quad
c=\tilde\Phi=\begin{pmatrix}1\\0\end{pmatrix},\quad
\Phi=\begin{pmatrix}0\\1\end{pmatrix},\quad
P=\begin{pmatrix}1\\1\end{pmatrix}.
\]

Here \(\tilde\Phi P^{H}D=D\), \(P^{H}\tilde\Phi=1\), \(Dc=c\) and \(c^{H}\Phi=0\), but

\[
T=\begin{pmatrix}0&-1\\1&2\end{pmatrix},\qquad \det T=1 .
\]

The projector reaches outside the region and picks up a component there, which the expansion then places inside. For an idempotent \(D\) and projectors confined to the region, \(P^{H}D=P^{H}\), the second condition does imply the first.

The example lacks one property of PAW: its partial waves \(\Phi\) and \(\tilde\Phi\) differ outside the region, where those of PAW agree. Suppose that they agree there, \((1-D)(\Phi-\tilde\Phi)=0\), that \(D\) is idempotent, and that a nonzero \(c\) meets both core conditions. Then the second condition also makes \(T\) singular: it gives \(TD=\Phi P^{H}D\), and \(T\) maps the range of \(D\) into the part of that range orthogonal to \(c\). It still does not guarantee \(c^{H}Tx=0\) for an \(x\) that reaches outside the region.

## The statements in Lean

The finite index types `n`, `m` and `k` label basis functions, partial waves and core orbitals. Vectors are functions such as `n → ℂ`, and `Phi`, `Phit` and `P` are complex matrices of shape `n` by `m`. The definition `pawT Phi Phit P` is \(T\), and `residual Phit P` is the operator \(1-\tilde\Phi P^{H}\), not a vector.

The products `*ᵥ` and `ᵥ*` apply a matrix to a column and to a row. The expression `star c ⬝ᵥ y` is \(c^{H}y\), conjugate-linear in the first argument. The norm `euclNorm` is defined separately because Mathlib's default norm on `n → ℂ` is the largest modulus of an entry, for which the Cauchy–Schwarz bound fails in general.

The theorems then read as follows:

- `core_overlap_eq` and `core_overlap_le` are the overlap identity and the bound, for every \(x\), \(\tilde\Phi\) and \(P\).
- `core_overlap_sharp` is the equality case. It alone assumes that \(D\) is idempotent.
- `core_orthogonal` and `det_pawT_eq_zero` add the completeness hypothesis `hcomp`; the second also takes \(c\neq0\).
- `rank_pawT_add_card_le` treats several core orbitals. Its hypothesis `hind` expresses linear independence: \(Ca=0\) only for \(a=0\).
- `frozen_core_witness` gives a three-dimensional example that satisfies the conditions on \(D\), \(c\), \(\Phi\) and \(\tilde\Phi\), with \(P=\tilde\Phi\).

Neither the duality relation \(P^{H}\tilde\Phi=1\) nor the agreement of \(\Phi\) and \(\tilde\Phi\) outside the region is assumed in the general theorems, although the example in `frozen_core_witness` satisfies both. Confinement of the core, its orthogonality to \(\Phi\), and completeness are hypotheses, not consequences of an atomic calculation.

The step left to the physicist is the passage from finite coefficient vectors to functions in continuous space. There the augmentation region supports infinitely many independent functions, so finitely many partial waves are never complete, and the bound describes the situation better than exact orthogonality does.

## The complete Lean file

```lean
import Mathlib

open Matrix
open scoped ComplexOrder

namespace PAWFrozenCore

noncomputable section

variable {n m k : Type*} [Fintype n] [DecidableEq n] [Fintype m] [Fintype k]

/-- The PAW transformation `T = 1 + (Φ - Φ̃) Pᴴ`, built from all-electron partial waves `Phi`,
pseudo partial waves `Phit` and projectors `P`, all stored as columns. -/
def pawT (Phi Phit P : Matrix n m ℂ) : Matrix n n ℂ := 1 + (Phi - Phit) * Pᴴ

/-- The operator `1 - Φ̃ Pᴴ`, which returns the part of a pseudo wavefunction that is missed by
its expansion in pseudo partial waves. -/
def residual (Phit P : Matrix n m ℂ) : Matrix n n ℂ := 1 - Phit * Pᴴ

/-- The Euclidean norm of a coefficient vector. -/
def euclNorm (v : n → ℂ) : ℝ := ‖WithLp.toLp 2 v‖

omit [DecidableEq n] in
/-- The overlap `cᴴ y` is the inner product of Euclidean space. -/
theorem overlap_eq_inner (c y : n → ℂ) :
    star c ⬝ᵥ y = inner ℂ (WithLp.toLp 2 c) (WithLp.toLp 2 y) := by
  simp [PiLp.inner_apply, dotProduct, mul_comm]

/-- If the Hermitian matrix `D` fixes the core orbital `c`, and `c` is orthogonal to the
all-electron partial waves, then the overlap of `c` with `T x` equals its overlap with the
expansion residual of `x` filtered by `D`. -/
theorem core_overlap_eq {D : Matrix n n ℂ} {Phi : Matrix n m ℂ} {c : n → ℂ}
    (hD : D.IsHermitian) (hc : D *ᵥ c = c) (hPhi : star c ᵥ* Phi = 0)
    (Phit P : Matrix n m ℂ) (x : n → ℂ) :
    star c ⬝ᵥ (pawT Phi Phit P *ᵥ x) = star c ⬝ᵥ (D *ᵥ (residual Phit P *ᵥ x)) := by
  -- `D` also fixes the bra of the core orbital
  have hcD : star c ᵥ* D = star c := by
    have h := Matrix.star_mulVec D c
    rw [hc, hD.eq] at h
    exact h.symm
  -- the all-electron partial waves drop out against the core bra
  have hsplit : pawT Phi Phit P = residual Phit P + Phi * Pᴴ := by
    unfold pawT residual
    rw [Matrix.sub_mul]
    abel
  have hrow : star c ᵥ* pawT Phi Phit P = star c ᵥ* residual Phit P := by
    rw [hsplit, Matrix.vecMul_add, ← Matrix.vecMul_vecMul, hPhi, Matrix.zero_vecMul, add_zero]
  rw [Matrix.dotProduct_mulVec (star c) (pawT Phi Phit P), hrow,
    Matrix.dotProduct_mulVec (star c) D, hcD,
    Matrix.dotProduct_mulVec (star c) (residual Phit P)]

/-- Core contamination bound: if the Hermitian matrix `D` fixes `c`, and `c` is orthogonal to the
all-electron partial waves, then `|⟨c, T x⟩| ≤ ‖c‖ ‖D (1 - Φ̃ Pᴴ) x‖`. -/
theorem core_overlap_le {D : Matrix n n ℂ} {Phi : Matrix n m ℂ} {c : n → ℂ}
    (hD : D.IsHermitian) (hc : D *ᵥ c = c) (hPhi : star c ᵥ* Phi = 0)
    (Phit P : Matrix n m ℂ) (x : n → ℂ) :
    ‖star c ⬝ᵥ (pawT Phi Phit P *ᵥ x)‖
      ≤ euclNorm c * euclNorm (D *ᵥ (residual Phit P *ᵥ x)) := by
  rw [core_overlap_eq hD hc hPhi, overlap_eq_inner]
  exact norm_inner_le_norm _ _

/-- The bound is attained: let `D` be a Hermitian idempotent and let the filtered residual
`r = D (1 - Φ̃ Pᴴ) x` be orthogonal to the all-electron partial waves. Then `D r = r`, and the
overlap of `r` with `T x` has modulus `‖r‖ ‖r‖`. -/
theorem core_overlap_sharp {D : Matrix n n ℂ} {Phi Phit P : Matrix n m ℂ} {x r : n → ℂ}
    (hD : D.IsHermitian) (hD2 : D * D = D) (hr : r = D *ᵥ (residual Phit P *ᵥ x))
    (hPhi : star r ᵥ* Phi = 0) :
    D *ᵥ r = r ∧ ‖star r ⬝ᵥ (pawT Phi Phit P *ᵥ x)‖ = euclNorm r * euclNorm r := by
  -- by idempotency, `D` fixes the filtered residual
  have hfix : D *ᵥ r = r := by
    rw [hr, Matrix.mulVec_mulVec, hD2]
  refine ⟨hfix, ?_⟩
  rw [core_overlap_eq hD hfix hPhi, ← hr, overlap_eq_inner, inner_self_eq_norm_sq_to_K,
    norm_pow, RCLike.norm_ofReal, abs_norm, sq]
  rfl

/-- Frozen-core orthogonality: let the Hermitian matrix `D` fix `c`, let `c` be orthogonal to the
all-electron partial waves, and let the pseudo partial waves be complete in the sense
`D Φ̃ Pᴴ = D`. Then every transformed vector `T x` is orthogonal to `c`. -/
theorem core_orthogonal {D : Matrix n n ℂ} {Phi Phit P : Matrix n m ℂ} {c : n → ℂ}
    (hD : D.IsHermitian) (hc : D *ᵥ c = c) (hPhi : star c ᵥ* Phi = 0)
    (hcomp : D * (Phit * Pᴴ) = D) (x : n → ℂ) :
    star c ⬝ᵥ (pawT Phi Phit P *ᵥ x) = 0 := by
  have hres : D * residual Phit P = 0 := by
    unfold residual
    rw [Matrix.mul_sub, Matrix.mul_one, hcomp, sub_self]
  rw [core_overlap_eq hD hc hPhi, Matrix.mulVec_mulVec, hres, Matrix.zero_mulVec,
    dotProduct_zero]

/-- Under the same conditions (`D` Hermitian, `D c = c`, `cᴴ Φ = 0`, `D Φ̃ Pᴴ = D`), a nonzero
core orbital `c` makes the PAW transformation singular. -/
theorem det_pawT_eq_zero {D : Matrix n n ℂ} {Phi Phit P : Matrix n m ℂ} {c : n → ℂ}
    (hD : D.IsHermitian) (hc : D *ᵥ c = c) (hPhi : star c ᵥ* Phi = 0)
    (hcomp : D * (Phit * Pᴴ) = D) (hc0 : c ≠ 0) :
    (pawT Phi Phit P).det = 0 := by
  -- the core bra is a left null vector of `T`
  refine Matrix.exists_vecMul_eq_zero_iff.mp ⟨star c, star_ne_zero.mpr hc0, ?_⟩
  ext i
  have h := core_orthogonal hD hc hPhi hcomp (Pi.single i 1)
  rw [Matrix.dotProduct_mulVec, dotProduct_single, mul_one] at h
  exact h

/-- Let the columns of `C` be linearly independent core orbitals, fixed by the Hermitian matrix
`D` and orthogonal to the all-electron partial waves, and let `D Φ̃ Pᴴ = D`. Then the rank of `T`
plus the number of core orbitals is at most the dimension of the basis. -/
theorem rank_pawT_add_card_le {D : Matrix n n ℂ} {Phi Phit P : Matrix n m ℂ}
    {C : Matrix n k ℂ} (hD : D.IsHermitian) (hC : D * C = C) (hPhi : Cᴴ * Phi = 0)
    (hcomp : D * (Phit * Pᴴ) = D) (hind : ∀ a : k → ℂ, C *ᵥ a = 0 → a = 0) :
    (pawT Phi Phit P).rank + Fintype.card k ≤ Fintype.card n := by
  have hCD : Cᴴ * D = Cᴴ := by
    have h := congrArg Matrix.conjTranspose hC
    rwa [Matrix.conjTranspose_mul, hD.eq] at h
  have hexp : Cᴴ * (Phit * Pᴴ) = Cᴴ := by
    calc Cᴴ * (Phit * Pᴴ) = (Cᴴ * D) * (Phit * Pᴴ) := by rw [hCD]
      _ = Cᴴ := by rw [Matrix.mul_assoc, hcomp, hCD]
  have hCT : Cᴴ * pawT Phi Phit P = 0 := by
    unfold pawT
    rw [Matrix.mul_add, Matrix.mul_one, Matrix.sub_mul, Matrix.mul_sub,
      ← Matrix.mul_assoc Cᴴ Phi, hPhi, Matrix.zero_mul, hexp, zero_sub, add_neg_cancel]
  -- the range of `T` lies in the orthogonal complement of the core space
  have hle : LinearMap.range (pawT Phi Phit P).mulVecLin ≤ LinearMap.ker Cᴴ.mulVecLin := by
    rintro _ ⟨x, rfl⟩
    rw [LinearMap.mem_ker]
    simp only [Matrix.mulVecLin_apply, Matrix.mulVec_mulVec, hCT, Matrix.zero_mulVec]
  have hinj : Function.Injective C.mulVecLin :=
    (injective_iff_map_eq_zero C.mulVecLin).2 (fun a ha => hind a ha)
  have h1 := Submodule.finrank_mono hle
  have h2 := LinearMap.finrank_range_add_finrank_ker Cᴴ.mulVecLin
  rw [Module.finrank_fintype_fun_eq_card] at h2
  have h3 := Matrix.rank_conjTranspose C
  unfold Matrix.rank at h3 ⊢
  rw [LinearMap.finrank_range_of_inj hinj, Module.finrank_fintype_fun_eq_card] at h3
  omega

/-- An explicit instance in three dimensions with two partial waves: a Hermitian idempotent `D`,
a nonzero core orbital `c` with `D c = c` and `cᴴ Φ = 0`, and pseudo partial waves that serve as
their own dual projectors and are complete, `D Φ̃ Φ̃ᴴ = D`. -/
theorem frozen_core_witness :
    let D : Matrix (Fin 3) (Fin 3) ℂ := !![1, 0, 0; 0, 1, 0; 0, 0, 0]
    let Phi : Matrix (Fin 3) (Fin 2) ℂ := !![0, 0; 1, 1; 0, 0]
    let Phit : Matrix (Fin 3) (Fin 2) ℂ := !![1, 0; 0, 1; 0, 0]
    let c : Fin 3 → ℂ := ![1, 0, 0]
    D.IsHermitian ∧ D * D = D ∧ D *ᵥ c = c ∧ star c ᵥ* Phi = 0 ∧ c ≠ 0 ∧
      Phitᴴ * Phit = 1 ∧ D * (Phit * Phitᴴ) = D := by
  intro D Phi Phit c
  refine ⟨?_, ?_, ?_, ?_, ?_, ?_, ?_⟩
  · change Dᴴ = D
    ext i j
    fin_cases i <;> fin_cases j <;> simp [D]
  · ext i j
    fin_cases i <;> fin_cases j <;> simp [D, Matrix.mul_apply, Fin.sum_univ_succ]
  · ext i
    fin_cases i <;> simp [D, c, Matrix.mulVec, dotProduct, Fin.sum_univ_succ]
  · ext i
    fin_cases i <;> simp [Phi, c, Matrix.vecMul, dotProduct, Fin.sum_univ_succ]
  · intro h
    have h0 := congrFun h 0
    simp [c] at h0
  · ext i j
    fin_cases i <;> fin_cases j <;> simp [Phit, Matrix.mul_apply, Fin.sum_univ_succ]
  · ext i j
    -- the pseudo partial waves span exactly the range of `D`
    have h : Phit * Phitᴴ = D := by
      ext a b
      simp only [Matrix.mul_apply, Matrix.conjTranspose_apply, Fin.sum_univ_two]
      fin_cases a <;> fin_cases b <;> simp [D, Phit]
    rw [h]
    fin_cases i <;> fin_cases j <;> simp [D, Matrix.mul_apply, Fin.sum_univ_succ]

end

end PAWFrozenCore
```

```lean
#print axioms PAWFrozenCore.core_overlap_le
-- 'PAWFrozenCore.core_overlap_le' depends on axioms: [propext, Classical.choice, Quot.sound]
#print axioms PAWFrozenCore.core_orthogonal
-- 'PAWFrozenCore.core_orthogonal' depends on axioms: [propext, Classical.choice, Quot.sound]
#print axioms PAWFrozenCore.det_pawT_eq_zero
-- 'PAWFrozenCore.det_pawT_eq_zero' depends on axioms: [propext, Classical.choice, Quot.sound]
#print axioms PAWFrozenCore.rank_pawT_add_card_le
-- 'PAWFrozenCore.rank_pawT_add_card_le' depends on axioms: [propext, Classical.choice, Quot.sound]
```

## From the overlap identity to the determinant

The lemma `overlap_eq_inner` identifies \(c^{H}y\) with Mathlib's Euclidean inner product, which makes the library's Cauchy–Schwarz inequality available.

In `core_overlap_eq`, the three intermediate facts are the three steps of the derivation. The fact `hcD` is \(c^{H}D=c^{H}\), obtained by taking the adjoint of \(Dc=c\). The fact `hsplit` separates \(\Phi P^{H}\) from the rest of \(T\), and `hrow` removes that term against the core bra. The final rewrites use `Matrix.dotProduct_mulVec` to move each matrix from the ket to the bra, where these facts apply.

The bound in `core_overlap_le` follows by rewriting with the identity and applying `norm_inner_le_norm`. For the equality case, `hfix` uses idempotency to show \(Dr=r\). The identity then turns the overlap into the inner product of \(r\) with itself, which is \(\|r\|^2\).

In `core_orthogonal`, the fact `hres` is the cancellation \(D-D=0\), and the overlap identity does the rest. The determinant theorem needs the row equation \(c^{H}T=0\), whereas `core_orthogonal` speaks of one vector \(x\) at a time. The proof therefore inserts the basis vectors `Pi.single i 1` and reads off the entries of the row. The lemma `Matrix.exists_vecMul_eq_zero_iff` converts a nonzero left null vector into a vanishing determinant.

## Counting dimensions and checking the example

The rank theorem repeats the argument for the whole matrix \(C\). The fact `hCD` is \(C^{H}D=C^{H}\), and `hexp` is the chain

\[
C^{H}\tilde\Phi P^{H}=C^{H}D\tilde\Phi P^{H}=C^{H}D=C^{H}.
\]

With \(C^{H}\Phi=0\) this yields `hCT`, the equation \(C^{H}T=0\). The inclusion of the range of \(T\) in the kernel of \(C^{H}\) is `hle`.

Three dimension statements remain. The inclusion bounds the rank of \(T\) by the dimension of the kernel (`h1`), rank–nullity relates that kernel to the rank of \(C^{H}\) (`h2`), and \(C^{H}\) has the same rank as \(C\) (`h3`), which is \(k\) by linear independence. The tactic `omega` combines these relations between natural numbers.

The example is checked entry by entry. Its pseudo partial waves are the first two basis vectors, its core orbital is the first, and both all-electron partial waves equal the second. It is an algebraic check of the hypotheses, not a realistic atomic data set. The linear dependence of the all-electron partial waves inside the region is forced by the hypotheses: completeness needs at least as many partial waves as the rank of \(D\), while orthogonality to the core leaves the columns of \(D\Phi\) a space of at least one dimension fewer. If the all-electron partial waves are linearly independent inside the region, and the two conditions on a nonzero core orbital hold, completeness must fail. Multiplying out gives

\[
T=\begin{pmatrix}0&0&0\\1&1&0\\0&0&1\end{pmatrix}.
\]

This matrix has rank 2, so with one core orbital the rank inequality becomes an equality. The pseudo vector \((1,-1,0)\) is mapped to zero, while \(c\) itself is mapped to the second basis vector. Orthogonality to the core is thus a property of \(Tx\), and the pseudo wavefunction \(x\) need not share it.
